# The quadratic form of a finite line signal's time-difference matrix as a sum of amplitudes times squared moduli of filter responses

A signal f(t) = ∑ₖ aₖ exp(i wₖ t) has finitely many lines, with real frequencies wₖ and arbitrary complex amplitudes aₖ. For a finite list of real times tᵢ, the declaration `quadratic_form` takes the matrix with entries f(tᵢ − tⱼ) and states that c†Mc = ∑ₖ aₖ |∑ⱼ cⱼ exp(−i wₖ tⱼ)|² for every complex vector c. The vector need not be normalised, and the form is not divided by c†c. The proof expands the left side into a triple sum over two time indices and the lines, moves the sum over lines to the outside, and then identifies the double sum for each line with a squared modulus.

This version doesn't compile in Lean 4 with Mathlib:

```lean
import Mathlib

open Matrix
open scoped ComplexOrder

namespace QuadraticForm

noncomputable section

variable {ι : Type*} [Fintype ι]

/-- The phase factor `exp(i x)` of a real angle `x`. -/
def phase (x : ℝ) : ℂ := Complex.exp ((x : ℂ) * Complex.I)

/-- The time signal `f(t) = ∑ k, a k * exp(i w k t)` of finitely many lines with
frequencies `w k` and complex amplitudes `a k`. -/
def signal (w : ι → ℝ) (a : ι → ℂ) (t : ℝ) : ℂ := ∑ k, a k * phase (w k * t)

/-- The matrix with entries `f(t i - t j)` for a finite list of times. -/
def corrMatrix (f : ℝ → ℂ) {n : ℕ} (t : Fin n → ℝ) : Matrix (Fin n) (Fin n) ℂ :=
  Matrix.of fun i j => f (t i - t j)

/-- The phase factor of a difference of angles is a product of one phase factor and the
conjugate of the other. -/
theorem phase_sub (x y : ℝ) : phase (x - y) = phase x * star (phase y) := by
  have h : star (phase y) = Complex.exp (-((y : ℂ) * Complex.I)) := by
    change (starRingEnd ℂ) (Complex.exp ((y : ℂ) * Complex.I)) = _
    rw [← Complex.exp_conj, map_mul, Complex.conj_ofReal, Complex.conj_I, mul_neg]
  rw [h, phase, phase, ← Complex.exp_add]
  congr 1
  push_cast
  ring

/-- The quadratic form of the matrix `f(t i - t j)` is the sum over lines of the amplitude
times the squared modulus of the filter response at that line. -/
theorem quadratic_form (w : ι → ℝ) (a : ι → ℂ) {n : ℕ} (t : Fin n → ℝ) (c : Fin n → ℂ) :
    star c ⬝ᵥ (corrMatrix (signal w a) t *ᵥ c) =
      ∑ k, a k * (Complex.normSq (∑ j, c j * star (phase (w k * t j))) : ℂ) := by
  calc star c ⬝ᵥ (corrMatrix (signal w a) t *ᵥ c)
      = ∑ i, ∑ j, ∑ k, star (c i) * (a k * phase (w k * (t i - t j)) * c j) := by
        simp only [dotProduct, Matrix.mulVec, corrMatrix, Matrix.of_apply, signal,
          Finset.mul_sum, Finset.sum_mul, Pi.star_apply]
    _ = ∑ k, ∑ i, ∑ j, star (c i) * (a k * phase (w k * (t i - t j)) * c j) := by
        rw [Finset.sum_comm' (s' := Finset.univ) (t' := fun _ => Finset.univ) (by simp)]
        rw [Finset.sum_comm]
        rw [Finset.sum_comm (s := (Finset.univ : Finset ι))]
        exact Finset.sum_congr rfl fun i _ => Finset.sum_comm
    _ = _ := by
        refine Finset.sum_congr rfl fun k _ => ?_
        -- expand the squared modulus as a double sum over times
        rw [Complex.normSq_eq_conj_mul_self, map_sum, Finset.sum_mul_sum, Finset.mul_sum]
        refine Finset.sum_congr rfl fun i _ => ?_
        rw [Finset.mul_sum]
        refine Finset.sum_congr rfl fun j _ => ?_
        rw [mul_sub, phase_sub, map_mul]
        simp only [starRingEnd_apply, star_star]
        ring

end

end QuadraticForm
```

The compiler's answer:

```
Main.lean:44:79: error: unsolved goals
ι : Type u_1
inst✝ : Fintype ι
w : ι → ℝ
a : ι → ℂ
n : ℕ
t : Fin n → ℝ
c : Fin n → ℂ
⊢ ∀ (x y : Fin n), x ∈ ?m.173 y ∧ y ∈ ?m.169
Main.lean:44:36: error: Application type mismatch: The argument
  Finset.univ
has type
  Finset ?m.170
but is expected to have type
  Fin n → Finset (Fin n)
in the application
  @Finset.sum_comm' (Fin n) ℂ (Fin n) Complex.instAddCommMonoid Finset.univ (fun i => Finset.univ) ?m.169 Finset.univ
```

Cause. Both errors come from the first rewrite in the step that moves the sum over `k` outside. In `Finset.sum_comm'`, the argument `s'` is a family of finite sets, here of type `Fin n → Finset (Fin n)`, and `t'` is a single finite set. The call gives them the other way round, so Lean rejects `Finset.univ` as the value of `s'`: this is the type mismatch. The unsolved goal is from `by simp`, which has to prove the lemma's membership condition while both sets are still unknown, shown as `?m.173` and `?m.169`, and so can't finish.

The repair drops this lemma for the plain `Finset.sum_comm`, which needs no membership condition. `symm` puts the sum with `k` outermost on the left. `Finset.sum_comm.trans` exchanges `k` with `i`, `Finset.sum_congr` fixes `i`, and a last `Finset.sum_comm` exchanges `k` with `j`, which gives the order on the other side. The later rewrites of the old block go too, though the messages report no error in them.

The mended proof, as a diff:

```diff
@@ -42,8 +42,8 @@
           Finset.mul_sum, Finset.sum_mul, Pi.star_apply]
     _ = ∑ k, ∑ i, ∑ j, star (c i) * (a k * phase (w k * (t i - t j)) * c j) := by
-        rw [Finset.sum_comm' (s' := Finset.univ) (t' := fun _ => Finset.univ) (by simp)]
-        rw [Finset.sum_comm]
-        rw [Finset.sum_comm (s := (Finset.univ : Finset ι))]
-        exact Finset.sum_congr rfl fun i _ => Finset.sum_comm
+        symm
+        refine Finset.sum_comm.trans ?_
+        refine Finset.sum_congr rfl fun i _ => ?_
+        exact Finset.sum_comm
     _ = _ := by
         refine Finset.sum_congr rfl fun k _ => ?_
```
